# A non-spherical uniform ellipsoid has a larger rms radius than the sphere of equal volume

A deformed nucleus is modelled here as a solid ellipsoid with a sharp surface and constant charge density. With coordinates \(x_0,x_1,x_2\) along the principal axes and semi-axes \(a,b,c>0\), it occupies

\[
E=\Big\{x:\ \frac{x_0^2}{a^2}+\frac{x_1^2}{b^2}+\frac{x_2^2}{c^2}\le 1\Big\}.
\]

Because the density is constant, the charge-weighted mean of \(r^2=x_0^2+x_1^2+x_2^2\) is the plain volume average over \(E\), and the total charge cancels. The claim is that

\[
\langle r^2\rangle=\frac{a^2+b^2+c^2}{5},
\]

and that if \(abc=R^3\), then \(\langle r^2\rangle\ge 3R^2/5\), with equality exactly when \(a=b=c\). The condition \(abc=R^3\) fixes the volume to that of a sphere of radius \(R\). Physically, it treats nuclear matter as incompressible, so that deformation changes the shape but not the density.

## From the unit ball to the ellipsoid

Let \(B\) be the unit ball and \(V=4\pi/3\) its volume. Radial integration gives

\[
\int_B r^2\,d^3x=\int_0^1 4\pi r^4\,dr=\frac{4\pi}{5}=\frac{3V}{5}.
\]

Exchanging two coordinates maps \(B\) to itself, so the three squared coordinates contribute equally, \(V/5\) each.

Now substitute \(x_0=a\xi_0,\ x_1=b\xi_1,\ x_2=c\xi_2\), which has Jacobian \(abc\) and maps \(B\) onto \(E\). The volume of \(E\) is \(abc\,V\), and

\[
\int_E r^2\,d^3x=abc\int_B(a^2\xi_0^2+b^2\xi_1^2+c^2\xi_2^2)\,d^3\xi
=abc\,\frac{(a^2+b^2+c^2)V}{5}.
\]

Division by the volume gives the formula for \(\langle r^2\rangle\).

## The bound at fixed volume

Write \(u=a^2,\ v=b^2,\ w=c^2\) and \(s=u+v+w\). Expanding both sides confirms that

\[
\begin{aligned}
s^3-27uvw={}&\tfrac{s}{2}\big[(u-v)^2+(v-w)^2+(w-u)^2\big]\\
&+3\big[u(v-w)^2+v(w-u)^2+w(u-v)^2\big]\ \ge 0.
\end{aligned}
\]

If \(abc=R^3\), then \(27uvw=27R^6=(3R^2)^3\), so \(s\ge 3R^2\), and dividing by 5 gives the bound. Equality makes the first bracket vanish, since \(s>0\). Hence \(u=v=w\), and \(a=b=c\) because the semi-axes are positive. Conversely, \(a=b=c\) gives \(a^3=R^3\), so \(a=R\) and \(\langle r^2\rangle=3R^2/5\). The square root is strictly increasing, so the same comparison holds for rms radii.

## A triaxial example and its spherical substitute

Take semi-axes of 5, 6 and 7.2 fm. Their product is \(216=6^3\) fm³, so the sphere of equal volume has \(R=6\) fm. The ellipsoid has

\[
\langle r^2\rangle=\frac{25+36+51.84}{5}=22.568\ \text{fm}^2,
\]

against \(108/5=21.6\) fm² for the sphere. The rms radii are 4.751 fm and 4.648 fm, an increase of about 2.2 %.

In a four-component atomic calculation that uses a one-parameter spherical model of the finite nucleus, this uniform-ellipsoid result can enter through that parameter. A uniform sphere with the same \(\langle r^2\rangle\) has radius \(\sqrt{5\langle r^2\rangle/3}=6.133\) fm instead of 6 fm. A Gaussian charge density proportional to \(e^{-\zeta r^2}\) has \(\langle r^2\rangle=3/(2\zeta)\), so its exponent becomes \(\zeta=0.0665\) fm⁻² instead of 0.0694 fm⁻². The electrons then see the changed size of the nucleus, but not its angular shape.

## The ellipsoid and its radius in Lean

Space is three-dimensional Euclidean space, with coordinates numbered from 0.

```lean
import Mathlib

open MeasureTheory MeasureTheory.Measure Metric Matrix

noncomputable section

namespace DeformedNucleus

/-- Three-dimensional Euclidean space. -/
abbrev Space := EuclideanSpace ℝ (Fin 3)
```

The nucleus is a set of points centred at the origin.

```lean
/-- The solid ellipsoid with semi-axes `a`, `b`, `c` along the coordinate axes, for positive `a`,
`b`, `c`. -/
def ellipsoid (a b c : ℝ) : Set Space :=
  {x | (x 0 / a) ^ 2 + (x 1 / b) ^ 2 + (x 2 / c) ^ 2 ≤ 1}
```

The symbol `⨍` denotes the average with respect to Lebesgue measure: the integral divided by the volume. This is where uniform charge density enters.

```lean
/-- The mean of `x² + y² + z²` over the solid ellipsoid with positive semi-axes `a`, `b`, `c`. -/
def meanSquareRadius (a b c : ℝ) : ℝ :=
  ⨍ x in ellipsoid a b c, ((x 0) ^ 2 + (x 1) ^ 2 + (x 2) ^ 2)

/-- The root-mean-square radius of the solid ellipsoid with positive semi-axes `a`, `b`, `c`. -/
def rmsRadius (a b c : ℝ) : ℝ := √(meanSquareRadius a b c)
```

A diffuse surface, a non-uniform density or a shape other than an ellipsoid would need a different definition.

## The stretch as a linear map

The substitution used above becomes a diagonal matrix acting on space.

```lean
/-- The linear deformation that stretches the coordinate axes by `a`, `b`, `c`. -/
def stretch (a b c : ℝ) : Space →L[ℝ] Space :=
  LinearMap.toContinuousLinearMap (Matrix.toEuclideanLin (Matrix.diagonal ![a, b, c]))

/-- The deformation multiplies each coordinate by its own stretching factor. -/
theorem stretch_apply (a b c : ℝ) (x : Space) (i : Fin 3) :
    stretch a b c x i = ![a, b, c] i * x i := by
  change (Matrix.diagonal ![a, b, c] *ᵥ x.ofLp) i = _
  exact Matrix.mulVec_diagonal _ _ _
```

The next lemma identifies \(r^2\) with the squared norm, which the radial integration needs.

```lean
/-- The squared distance from the origin is the sum of the squared coordinates. -/
theorem norm_sq_coords (x : Space) : ‖x‖ ^ 2 = (x 0) ^ 2 + (x 1) ^ 2 + (x 2) ^ 2 := by
  rw [EuclideanSpace.norm_sq_eq]
  simp only [Fin.sum_univ_three, Real.norm_eq_abs, sq_abs]
```

The ellipsoid is the image of the closed unit ball. One inclusion cancels the stretching factors; the other exhibits the preimage, with coordinates \(x_0/a,\ x_1/b,\ x_2/c\).

```lean
/-- For positive semi-axes, the ellipsoid is the deformed unit ball. -/
theorem stretch_image_ball {a b c : ℝ} (ha : 0 < a) (hb : 0 < b) (hc : 0 < c) :
    stretch a b c '' closedBall 0 1 = ellipsoid a b c := by
  have hball : ∀ x : Space, x ∈ closedBall (0 : Space) 1 ↔
      (x 0) ^ 2 + (x 1) ^ 2 + (x 2) ^ 2 ≤ 1 := by
    intro x
    rw [mem_closedBall_zero_iff, ← sq_le_one_iff₀ (norm_nonneg x), norm_sq_coords]
  ext x
  constructor
  · rintro ⟨y, hy, rfl⟩
    change (stretch a b c y 0 / a) ^ 2 + (stretch a b c y 1 / b) ^ 2
      + (stretch a b c y 2 / c) ^ 2 ≤ 1
    simpa [stretch_apply, ha.ne', hb.ne', hc.ne'] using (hball y).1 hy
  · intro hx
    refine ⟨!₂[x 0 / a, x 1 / b, x 2 / c], (hball _).2 hx, ?_⟩
    ext i
    rw [stretch_apply]
    fin_cases i
    exacts [mul_div_cancel₀ (x 0) ha.ne', mul_div_cancel₀ (x 1) hb.ne',
      mul_div_cancel₀ (x 2) hc.ne']
```

## Second moments and the change of variables

For arbitrary real coefficients \(p,q,r\), the next theorem integrates \(px_0^2+qx_1^2+rx_2^2\) over the ball. In its statement \(r\) is a coefficient, not the distance from the origin. Within it, `hsym` is the coordinate exchange, `hlin` uses linearity to reduce everything to one moment, and `hrad` is the radial integral. The volume of the ball stays symbolic, so \(4\pi/3\) is never needed.

```lean
/-- Over the unit ball of volume `V`, the integral of `p x² + q y² + r z²` is
`(p + q + r) V / 5`. -/
theorem ball_quadratic (p q r : ℝ) :
    ∫ x in closedBall (0 : Space) 1, (p * (x 0) ^ 2 + q * (x 1) ^ 2 + r * (x 2) ^ 2)
      = (p + q + r) / 5 * volume.real (closedBall (0 : Space) 1) := by
  -- exchanging two coordinates is an isometry, so all three moments agree
  have hsym : ∀ j : Fin 3, ∫ x in closedBall (0 : Space) 1, (x j) ^ 2
      = ∫ x in closedBall (0 : Space) 1, (x 0) ^ 2 := by
    intro j
    let e : Space ≃ₗᵢ[ℝ] Space := LinearIsometryEquiv.piLpCongrLeft 2 ℝ ℝ (Equiv.swap 0 j)
    have he : ∀ x : Space, e x j = x 0 := by
      intro x
      change x ((Equiv.swap 0 j).symm j) = x 0
      simp
    have hpre : e ⁻¹' closedBall (0 : Space) 1 = closedBall 0 1 := by
      ext x
      simp only [Set.mem_preimage, mem_closedBall_zero_iff, LinearIsometryEquiv.norm_map]
    have h := e.measurePreserving.setIntegral_preimage_emb
      e.toHomeomorph.measurableEmbedding (fun x : Space => (x j) ^ 2) (closedBall 0 1)
    rw [hpre] at h
    simp only [he] at h
    exact h.symm
  have hint : ∀ (k : ℝ) (j : Fin 3),
      IntegrableOn (fun x : Space => k * (x j) ^ 2) (closedBall 0 1) := by
    intro k j
    have hcont : Continuous (fun x : Space => k * (x j) ^ 2) := by fun_prop
    exact hcont.continuousOn.integrableOn_compact (isCompact_closedBall 0 1)
  have hlin : ∀ p q r : ℝ,
      ∫ x in closedBall (0 : Space) 1, (p * (x 0) ^ 2 + q * (x 1) ^ 2 + r * (x 2) ^ 2)
        = (p + q + r) * ∫ x in closedBall (0 : Space) 1, (x 0) ^ 2 := by
    intro p q r
    have h01 : IntegrableOn (fun x : Space => p * (x 0) ^ 2 + q * (x 1) ^ 2)
        (closedBall 0 1) := (hint p 0).add (hint q 1)
    rw [integral_add h01 (hint r 2), integral_add (hint p 0) (hint q 1)]
    simp only [integral_const_mul]
    rw [hsym 1, hsym 2]
    ring
  -- radial integration of r²
  have hrad : ∫ x in closedBall (0 : Space) 1, ‖x‖ ^ 2
      = 3 * (volume.real (closedBall (0 : Space) 1) * (1 / 5)) := by
    have hind : (closedBall (0 : Space) 1).indicator (fun x => ‖x‖ ^ 2)
        = fun x => (Set.Iic (1 : ℝ)).indicator (fun r => r ^ 2) ‖x‖ := by
      funext x
      simp only [Set.indicator, mem_closedBall_zero_iff, Set.mem_Iic]
    have hline : ∫ y in Set.Ioi (0 : ℝ), y ^ 2 * (Set.Iic (1 : ℝ)).indicator (fun r => r ^ 2) y
        = 1 / 5 := by
      have h4 : (fun y : ℝ => y ^ 2 * (Set.Iic (1 : ℝ)).indicator (fun r => r ^ 2) y)
          = (Set.Iic (1 : ℝ)).indicator (fun y => y ^ 4) := by
        funext y
        simp only [Set.indicator]
        split_ifs <;> ring
      rw [h4, setIntegral_indicator measurableSet_Iic, Set.Ioi_inter_Iic,
        ← intervalIntegral.integral_of_le zero_le_one, integral_pow]
      norm_num
    have hvol : volume.real (closedBall (0 : Space) 1) = volume.real (ball (0 : Space) 1) := by
      simp only [measureReal_def, addHaar_closedBall_eq_addHaar_ball]
    rw [← integral_indicator measurableSet_closedBall, hind, integral_fun_norm_addHaar, hvol]
    simp only [finrank_euclideanSpace, Fintype.card_fin, smul_eq_mul, nsmul_eq_mul,
      Nat.add_one_sub_one, hline]
    norm_num
  have h1 := hlin 1 1 1
  simp only [one_mul] at h1
  simp only [norm_sq_coords] at hrad
  have hM : ∫ x in closedBall (0 : Space) 1, (x 0) ^ 2
      = volume.real (closedBall (0 : Space) 1) / 5 := by linarith
  rw [hlin, hM]
  ring
```

The Jacobian is the determinant of the diagonal matrix, computed in `hdet`. Injectivity of the stretch, `hinj`, allows the change of variables.

```lean
/-- For positive semi-axes, an integral over the ellipsoid is `abc` times the integral of
the deformed integrand over the unit ball. -/
theorem integral_ellipsoid {a b c : ℝ} (ha : 0 < a) (hb : 0 < b) (hc : 0 < c)
    (g : Space → ℝ) :
    ∫ x in ellipsoid a b c, g x
      = a * b * c * ∫ x in closedBall (0 : Space) 1, g (stretch a b c x) := by
  have hdet : (stretch a b c).det = a * b * c := by
    change LinearMap.det (Matrix.toEuclideanLin (Matrix.diagonal ![a, b, c])) = _
    rw [Matrix.toEuclideanLin_eq_toLin_orthonormal, LinearMap.det_toLin, Matrix.det_diagonal]
    simp [Fin.prod_univ_three]
  have hinj : Function.Injective (stretch a b c) := by
    intro x y hxy
    ext i
    have h : stretch a b c x i = stretch a b c y i := by rw [hxy]
    rw [stretch_apply, stretch_apply] at h
    have hi : ![a, b, c] i ≠ 0 := by
      fin_cases i
      exacts [ha.ne', hb.ne', hc.ne']
    exact mul_left_cancel₀ hi h
  rw [← stretch_image_ball ha hb hc,
    integral_image_eq_integral_abs_det_fderiv_smul volume measurableSet_closedBall
      (fun x _ => (stretch a b c).hasFDerivWithinAt) hinj.injOn g]
  simp only [hdet, abs_of_pos (mul_pos (mul_pos ha hb) hc), smul_eq_mul]
  rw [integral_const_mul]
```

Setting the integrand to 1 gives the volume. Its positivity permits the later division.

```lean
/-- The ellipsoid with positive semi-axes `a`, `b`, `c` has `abc` times the volume of the
unit ball, and this volume is positive. -/
theorem volume_ellipsoid {a b c : ℝ} (ha : 0 < a) (hb : 0 < b) (hc : 0 < c) :
    volume.real (ellipsoid a b c) = a * b * c * volume.real (closedBall (0 : Space) 1)
      ∧ 0 < volume.real (ellipsoid a b c) := by
  have h : volume.real (ellipsoid a b c)
      = a * b * c * volume.real (closedBall (0 : Space) 1) := by
    simpa using integral_ellipsoid ha hb hc (fun _ => 1)
  have hV : 0 < volume.real (closedBall (0 : Space) 1) :=
    ENNReal.toReal_pos (measure_closedBall_pos volume 0 one_pos).ne' measure_closedBall_lt_top.ne
  exact ⟨h, h ▸ mul_pos (mul_pos (mul_pos ha hb) hc) hV⟩
```

The formula for the mean square radius follows by inserting the stretched coordinates into the ball integral.

```lean
/-- The mean square radius of a solid ellipsoid with positive semi-axes `a`, `b`, `c` is
`(a² + b² + c²)/5`. -/
theorem meanSquareRadius_eq {a b c : ℝ} (ha : 0 < a) (hb : 0 < b) (hc : 0 < c) :
    meanSquareRadius a b c = (a ^ 2 + b ^ 2 + c ^ 2) / 5 := by
  obtain ⟨hvol, hpos⟩ := volume_ellipsoid ha hb hc
  have hfun : ∀ x : Space, (stretch a b c x 0) ^ 2 + (stretch a b c x 1) ^ 2
      + (stretch a b c x 2) ^ 2
      = a ^ 2 * (x 0) ^ 2 + b ^ 2 * (x 1) ^ 2 + c ^ 2 * (x 2) ^ 2 := by
    intro x
    simp [stretch_apply, mul_pow]
  rw [meanSquareRadius, setAverage_eq, smul_eq_mul, inv_mul_eq_div, div_eq_iff hpos.ne',
    integral_ellipsoid ha hb hc, hvol]
  simp only [hfun]
  rw [ball_quadratic]
  ring
```

## The inequality and the comparison of radii

The theorem below states the bound together with the equality case, written `a = b ∧ b = c`. No sign is assumed for \(R\), since \(R^3=abc>0\) already makes it positive. The step `hgap` keeps only the two squares \((u-v)^2\) and \((v-w)^2\) from the first bracket of the identity and discards the other non-negative terms. Those two squares are enough to force equal semi-axes.

```lean
/-- If positive semi-axes satisfy `abc = R³`, the mean square radius is at least `3R²/5`,
with equality exactly when the three semi-axes are equal. -/
theorem deformation_increases_meanSquareRadius {a b c R : ℝ} (ha : 0 < a) (hb : 0 < b)
    (hc : 0 < c) (hR : a * b * c = R ^ 3) :
    3 * R ^ 2 / 5 ≤ meanSquareRadius a b c ∧
      (meanSquareRadius a b c = 3 * R ^ 2 / 5 ↔ a = b ∧ b = c) := by
  rw [meanSquareRadius_eq ha hb hc]
  have hS : 0 < a ^ 2 + b ^ 2 + c ^ 2 := by positivity
  -- a lower bound for the difference between the cubes of a² + b² + c² and 3R²
  have hgap : (a ^ 2 + b ^ 2 + c ^ 2) * ((a ^ 2 - b ^ 2) ^ 2 + (b ^ 2 - c ^ 2) ^ 2) / 2
      ≤ (a ^ 2 + b ^ 2 + c ^ 2) ^ 3 - (3 * R ^ 2) ^ 3 := by
    have h6 : (3 * R ^ 2) ^ 3 = 27 * (a * b * c) ^ 2 := by rw [hR]; ring
    have hrest : 0 ≤ (a ^ 2 + b ^ 2 + c ^ 2) * (c ^ 2 - a ^ 2) ^ 2 / 2
        + 3 * (a ^ 2 * (b ^ 2 - c ^ 2) ^ 2 + b ^ 2 * (c ^ 2 - a ^ 2) ^ 2
          + c ^ 2 * (a ^ 2 - b ^ 2) ^ 2) := by positivity
    rw [h6]
    linarith
  refine ⟨?_, ?_, ?_⟩
  · have h0 : 0 ≤ (a ^ 2 + b ^ 2 + c ^ 2)
        * ((a ^ 2 - b ^ 2) ^ 2 + (b ^ 2 - c ^ 2) ^ 2) / 2 := by positivity
    have h := le_of_pow_le_pow_left₀ three_ne_zero hS.le (sub_nonneg.1 (h0.trans hgap))
    linarith
  · intro h
    have hs : a ^ 2 + b ^ 2 + c ^ 2 = 3 * R ^ 2 := by linarith
    have hz : (a ^ 2 - b ^ 2) ^ 2 + (b ^ 2 - c ^ 2) ^ 2 ≤ 0 := by
      by_contra hn
      have hp := mul_pos hS (not_le.1 hn)
      have h3 : (a ^ 2 + b ^ 2 + c ^ 2) ^ 3 = (3 * R ^ 2) ^ 3 := by rw [hs]
      linarith
    have h1 : (a ^ 2 - b ^ 2) ^ 2 = 0 :=
      le_antisymm (by linarith [sq_nonneg (b ^ 2 - c ^ 2)]) (sq_nonneg _)
    have h2 : (b ^ 2 - c ^ 2) ^ 2 = 0 :=
      le_antisymm (by linarith [sq_nonneg (a ^ 2 - b ^ 2)]) (sq_nonneg _)
    rw [pow_eq_zero_iff two_ne_zero, sub_eq_zero] at h1 h2
    exact ⟨(pow_left_inj₀ ha.le hb.le two_ne_zero).1 h1,
      (pow_left_inj₀ hb.le hc.le two_ne_zero).1 h2⟩
  · rintro ⟨rfl, rfl⟩
    have hRpos : 0 < R := by
      by_contra hn
      have h1 := mul_nonneg (neg_nonneg.2 (not_lt.1 hn)) (sq_nonneg R)
      have h2 := mul_pos (mul_pos ha ha) ha
      nlinarith
    have haR : a = R :=
      (pow_left_inj₀ ha.le hRpos.le three_ne_zero).1 (by rw [← hR]; ring)
    rw [haR]
    ring
```

The final theorem assumes equality of the actual volumes, `hvol`, instead of a relation between semi-axes. Cancelling the volume of the unit ball recovers \(abc=R^3\). The hypothesis `hdef` says that the semi-axes are not all equal, which excludes equality in the bound, and `Real.sqrt_lt_sqrt` carries the strict inequality over to the rms radii.

```lean
/-- An ellipsoid with positive semi-axes that are not all equal has a strictly larger rms
radius than the solid sphere of radius `R > 0` with the same volume. -/
theorem rmsRadius_sphere_lt {a b c R : ℝ} (ha : 0 < a) (hb : 0 < b) (hc : 0 < c) (hR : 0 < R)
    (hvol : volume.real (ellipsoid a b c) = volume.real (ellipsoid R R R))
    (hdef : ¬(a = b ∧ b = c)) :
    rmsRadius R R R < rmsRadius a b c := by
  obtain ⟨hsphere, hpos⟩ := volume_ellipsoid hR hR hR
  rw [hsphere] at hpos
  -- equal volumes mean equal products of the semi-axes
  rw [(volume_ellipsoid ha hb hc).1, hsphere] at hvol
  have habc : a * b * c = R ^ 3 :=
    (mul_right_cancel₀ (right_ne_zero_of_mul hpos.ne') hvol).trans (by ring)
  obtain ⟨hle, heq⟩ := deformation_increases_meanSquareRadius ha hb hc habc
  have hlt := lt_of_le_of_ne hle (fun h => hdef (heq.1 h.symm))
  unfold rmsRadius
  rw [meanSquareRadius_eq hR hR hR]
  exact Real.sqrt_lt_sqrt (by positivity) (by linarith)

end DeformedNucleus
```

```lean
#print axioms DeformedNucleus.rmsRadius_sphere_lt
-- 'DeformedNucleus.rmsRadius_sphere_lt' depends on axioms: [propext, Classical.choice, Quot.sound]
```
